# On logarithmic axes the j₀ radial transform is a correlation integral

Take one radius $r=2$ and one wave number $q=3$. The spherical Bessel function $j_0(x)=\sin x/x$ enters the radial transform as $j_0(qr)=j_0(6)$, and the pair $r=1$, $q=6$ gives the same value. Only the product matters, and in logarithms a product is a sum: with $r=e^{\rho}$ and $q=e^{\kappa}$, the factor is $j_0(e^{\rho+\kappa})$. An integral over $\rho$ against a function of $\rho+\kappa$ is a correlation.

## The identity and its Fourier form

For a complex radial function $f$ and $q>0$, let

$$g(q)=\int_0^\infty f(r)\,j_0(qr)\,r^2\,dr .$$

For real $m$, define the profile $F(\rho)=e^{(3-m)\rho}f(e^\rho)$ and the kernel $k_m(t)=e^{mt}j_0(e^t)$. Then

$$e^{m\kappa}g(e^\kappa)=\int_{-\infty}^{\infty}F(\rho)\,k_m(\rho+\kappa)\,d\rho .$$

If $0<m<1$, the kernel is integrable on the real line. If $F$ is integrable too, then with $\hat G(\omega)=\int e^{-i\omega t}G(t)\,dt$ the left side, as a function of $\kappa$, has the Fourier transform $\hat F(-\omega)\,\hat k_m(\omega)$.

## Use in pseudopotential codes

Atomic codes often store radial functions on a logarithmic mesh. If its points are equally spaced in $\ln r$, the correlation can be approximated with fast Fourier transforms, which give $g$ together on a whole mesh of $q$ with the same spacing in $\ln q$. In optimized Bessel pseudization, the kinetic energy of an $s$ pseudo-orbital beyond a cutoff $q_c$ is proportional to $\int_{q_c}^\infty q^4|g(q)|^2dq$, where $f$ is the radial part $R(r)$ of the pseudo-orbital and not $rR(r)$; the identity supplies this $g$, for the $l=0$ channel and for continuous integrals only.

For real $f$, $\hat F(-\omega)$ is the complex conjugate of $\hat F(\omega)$. For complex $f$ this is not true in general, and the conjugate of $\hat F(\omega)$ cannot simply replace $\hat F(-\omega)$ in the product.

## From the radial integral to the product of transforms

**Substitution.** With $r=e^\rho$ and $dr=e^\rho d\rho$,

$$e^{m\kappa}g(e^\kappa)=\int_{-\infty}^{\infty} e^{m\kappa+3\rho}f(e^\rho)\,j_0(e^{\rho+\kappa})\,d\rho .$$

Since $m\kappa+3\rho=(3-m)\rho+m(\rho+\kappa)$, the integrand is $F(\rho)k_m(\rho+\kappa)$. This regrouping is `log_integrand`. The change of variables is in `radialTransform_eq_correlation`, which uses that the exponential is injective with image $(0,\infty)$.

**Kernel.** Cancelling one exponential gives $k_m(t)=e^{(m-1)t}\sin(e^t)$ (`logKernel_eq`). For $x>0$, $|\sin x|\le x$ and $|\sin x|\le1$, so $|k_m(t)|$ is at most $e^{mt}$ and at most $e^{(m-1)t}$ (`abs_logKernel_le`). Using the first bound for $t\le0$ and the second for $t>0$,

$$\int_{-\infty}^{\infty}|k_m(t)|\,dt\le\int_{-\infty}^0e^{mt}dt+\int_0^\infty e^{(m-1)t}dt=\frac1m+\frac1{1-m}.$$

`integrable_logKernel` splits the line at zero in the same way; `continuous_logKernel` supplies measurability.

**Convergence at each $q$.** For $0\le m\le1$ the same bounds give $|k_m|\le1$. The correlation integrand is then dominated by $|F|$, so if $F$ is integrable, the radial integral converges absolutely (`radial_integrable`).

**Factorisation.** For integrable $A$ and $B$, the shear $(\rho,\kappa)\mapsto(\rho,\rho+\kappa)$ preserves area, so $A(\rho)B(\rho+\kappa)$ is integrable over the plane. Exchanging the integrals gives

$$\int\!\!\int A(\rho)B(\rho+\kappa)\,d\rho\,d\kappa=\int A(\rho)\,d\rho\int B(t)\,dt ,$$

which is `integral_correlation`. Now write $e^{-i\omega\kappa}=e^{i\omega\rho}\,e^{-i\omega(\rho+\kappa)}$ and take $A(\rho)=e^{i\omega\rho}F(\rho)$, $B(t)=e^{-i\omega t}k_m(t)$. The phases have modulus one, so both functions remain integrable, and the product is $\hat F(-\omega)\hat k_m(\omega)$. This is `logFourier_radialTransform`; its `hexp` is the phase splitting.

**A numerical instance.** Let $f(r)=1$ for $r\le1$ and $0$ beyond, with $m=\tfrac12$ and $q=\pi$. Directly,

$$g(\pi)=\frac1\pi\int_0^1 r\sin(\pi r)\,dr=\frac1{\pi^2},\qquad \pi^{1/2}g(\pi)=\pi^{-3/2}\approx0.180 .$$

On the logarithmic axis, with $\kappa=\ln\pi$,

$$\int_{-\infty}^0e^{5\rho/2}\,e^{-(\rho+\kappa)/2}\sin(\pi e^\rho)\,d\rho=\pi^{-1/2}\int_0^1r\sin(\pi r)\,dr=\pi^{-3/2}.$$

**What fails at $m=0$.** Keep the same $f$. The profile $e^{3\rho}$ on $\rho\le0$ is integrable, and the correlation identity still holds. But the scaled transform is now $g(e^\kappa)$, which tends to $\int_0^1r^2dr=\tfrac13$ as $\kappa\to-\infty$. It is not integrable in $\kappa$, so its Fourier integral does not converge absolutely. These two examples are ordinary calculus and do not come from the Lean file.

## The Lean file

```lean
import Mathlib

open MeasureTheory Set Filter

namespace LogBesselTransform

noncomputable section

/-- The spherical Bessel function `j₀(x) = sin x / x`, for `x ≠ 0`. -/
def j0 (x : ℝ) : ℝ := Real.sin x / x

/-- The radial transform `g(q) = ∫ f(r) j₀(q r) r² dr` over `r > 0`, for `q > 0`. -/
def radialTransform (f : ℝ → ℂ) (q : ℝ) : ℂ :=
  ∫ r in Ioi (0 : ℝ), f r * (j0 (q * r) : ℂ) * (r : ℂ) ^ 2

/-- The kernel `k_m(t) = exp(m t) j₀(exp t)` on the logarithmic axis. -/
def logKernel (m t : ℝ) : ℝ := Real.exp (m * t) * j0 (Real.exp t)

/-- The radial function on the logarithmic axis, `exp((3 - m) ρ) f(exp ρ)`. -/
def logProfile (f : ℝ → ℂ) (m ρ : ℝ) : ℂ :=
  (Real.exp ((3 - m) * ρ) : ℂ) * f (Real.exp ρ)

/-- The Fourier integral `∫ exp(-i ω t) F(t) dt` over the logarithmic axis. -/
def logFourier (F : ℝ → ℂ) (ω : ℝ) : ℂ :=
  ∫ t : ℝ, Complex.exp (-((ω : ℂ) * (t : ℂ)) * Complex.I) * F t

/-- The kernel can be written as `exp((m - 1) t) sin(exp t)`. -/
theorem logKernel_eq (m t : ℝ) :
    logKernel m t = Real.exp ((m - 1) * t) * Real.sin (Real.exp t) := by
  have h : Real.exp (m * t) = Real.exp ((m - 1) * t) * Real.exp t := by
    rw [← Real.exp_add]
    congr 1
    ring
  have h0 : Real.exp t ≠ 0 := (Real.exp_pos t).ne'
  unfold logKernel j0
  rw [h, mul_assoc, mul_div_cancel₀ _ h0]

/-- The kernel is bounded by `exp(m t)` and by `exp((m - 1) t)`. -/
theorem abs_logKernel_le (m t : ℝ) :
    |logKernel m t| ≤ Real.exp (m * t) ∧ |logKernel m t| ≤ Real.exp ((m - 1) * t) := by
  have hx := Real.exp_pos t
  constructor
  · have hs : |Real.sin (Real.exp t)| ≤ Real.exp t := by
      refine abs_le.2 ⟨?_, (Real.sin_lt hx).le⟩
      rcases le_total (Real.exp t) 1 with h | h
      · linarith [Real.sin_pos_of_pos_of_le_one hx h]
      · linarith [Real.neg_one_le_sin (Real.exp t)]
    unfold logKernel j0
    rw [abs_mul, abs_div, abs_of_pos hx, abs_of_pos (Real.exp_pos _)]
    exact mul_le_of_le_one_right (Real.exp_pos _).le ((div_le_one hx).2 hs)
  · rw [logKernel_eq, abs_mul, abs_of_pos (Real.exp_pos _)]
    exact mul_le_of_le_one_right (Real.exp_pos _).le (Real.abs_sin_le_one _)

/-- The kernel is a continuous function on the logarithmic axis. -/
theorem continuous_logKernel (m : ℝ) : Continuous (logKernel m) := by
  have h : logKernel m = fun t => Real.exp ((m - 1) * t) * Real.sin (Real.exp t) :=
    funext (logKernel_eq m)
  rw [h]
  fun_prop

/-- For `0 < m < 1` the kernel `k_m` is integrable on the whole real line. -/
theorem integrable_logKernel {m : ℝ} (h0 : 0 < m) (h1 : m < 1) :
    Integrable (logKernel m) := by
  -- each exponential bound is integrable on one half-line
  rw [← integrableOn_univ, ← Iic_union_Ioi (a := (0 : ℝ))]
  exact IntegrableOn.union
    (Integrable.mono' (integrableOn_exp_mul_Iic h0 0)
      (continuous_logKernel m).aestronglyMeasurable
      (ae_of_all _ fun t => (abs_logKernel_le m t).1))
    (Integrable.mono' (integrableOn_exp_mul_Ioi (by linarith : m - 1 < 0) 0)
      (continuous_logKernel m).aestronglyMeasurable
      (ae_of_all _ fun t => (abs_logKernel_le m t).2))

/-- Under `r = exp ρ` and `q = exp κ`, the radial integrand with its Jacobian, times
`exp(m κ)`, is the logarithmic profile at `ρ` times the kernel at `ρ + κ`. -/
theorem log_integrand (f : ℝ → ℂ) (m κ ρ : ℝ) :
    (Real.exp (m * κ) : ℂ) * (|Real.exp ρ| • (f (Real.exp ρ) *
      (j0 (Real.exp κ * Real.exp ρ) : ℂ) * (Real.exp ρ : ℂ) ^ 2)) =
    logProfile f m ρ * (logKernel m (ρ + κ) : ℂ) := by
  have h : Real.exp ((3 - m) * ρ) * Real.exp (m * (ρ + κ)) =
      Real.exp (m * κ) * Real.exp ρ * Real.exp ρ ^ 2 := by
    simp only [sq, ← Real.exp_add]
    congr 1
    ring
  have hC := congrArg (fun x : ℝ => (x : ℂ)) h
  simp only [Complex.ofReal_mul, Complex.ofReal_pow] at hC
  have hj : Real.exp κ * Real.exp ρ = Real.exp (ρ + κ) := by
    rw [Real.exp_add, mul_comm]
  unfold logProfile logKernel
  rw [hj, abs_of_pos (Real.exp_pos ρ), Complex.real_smul, Complex.ofReal_mul]
  linear_combination (-(f (Real.exp ρ) * (j0 (Real.exp (ρ + κ)) : ℂ))) * hC

/-- The scaled transform `exp(m κ) g(exp κ)` is the correlation integral of the logarithmic
profile with `k_m`; the radial integral converges absolutely exactly when the correlation
integral does. -/
theorem radialTransform_eq_correlation (f : ℝ → ℂ) (m κ : ℝ) :
    (IntegrableOn (fun r : ℝ => f r * (j0 (Real.exp κ * r) : ℂ) * (r : ℂ) ^ 2) (Ioi 0) ↔
      Integrable fun ρ => logProfile f m ρ * (logKernel m (ρ + κ) : ℂ)) ∧
    (Real.exp (m * κ) : ℂ) * radialTransform f (Real.exp κ) =
      ∫ ρ, logProfile f m ρ * (logKernel m (ρ + κ) : ℂ) := by
  have hd : ∀ x ∈ (univ : Set ℝ), HasDerivWithinAt Real.exp (Real.exp x) univ x :=
    fun x _ => (Real.hasDerivAt_exp x).hasDerivWithinAt
  have himg : Real.exp '' univ = Ioi 0 := by rw [image_univ, Real.range_exp]
  have hc : (Real.exp (m * κ) : ℂ) ≠ 0 := Complex.ofReal_ne_zero.2 (Real.exp_pos _).ne'
  simp only [← log_integrand]
  constructor
  · rw [integrable_const_mul_iff (isUnit_iff_ne_zero.2 hc), ← himg,
      integrableOn_image_iff_integrableOn_abs_deriv_smul MeasurableSet.univ hd
        Real.exp_injective.injOn, integrableOn_univ]
  · unfold radialTransform
    rw [integral_const_mul, ← himg, integral_image_eq_integral_abs_deriv_smul
      MeasurableSet.univ hd Real.exp_injective.injOn, Measure.restrict_univ]

/-- If the logarithmic profile is integrable and `0 ≤ m ≤ 1`, the radial integral converges
absolutely for every `q > 0`. -/
theorem radial_integrable (f : ℝ → ℂ) {m q : ℝ} (h0 : 0 ≤ m) (h1 : m ≤ 1) (hq : 0 < q)
    (hF : Integrable (logProfile f m)) :
    IntegrableOn (fun r : ℝ => f r * (j0 (q * r) : ℂ) * (r : ℂ) ^ 2) (Ioi 0) := by
  rw [← Real.exp_log hq, (radialTransform_eq_correlation f m (Real.log q)).1]
  have hk : Continuous fun ρ => (logKernel m (ρ + Real.log q) : ℂ) :=
    Complex.continuous_ofReal.comp
      ((continuous_logKernel m).comp (continuous_id.add continuous_const))
  refine hF.mono (hF.aestronglyMeasurable.mul hk.aestronglyMeasurable)
    (ae_of_all _ fun ρ => ?_)
  -- the kernel is bounded by one
  have hb : ∀ t, |logKernel m t| ≤ 1 := fun t => by
    rcases le_total t 0 with ht | ht
    · exact (abs_logKernel_le m t).1.trans (Real.exp_le_one_iff.2 (by nlinarith))
    · exact (abs_logKernel_le m t).2.trans (Real.exp_le_one_iff.2 (by nlinarith))
  rw [norm_mul, Complex.norm_real]
  exact mul_le_of_le_one_right (norm_nonneg _) (hb _)

/-- The correlation of two integrable functions is integrable, and its integral is the
product of their integrals. -/
theorem integral_correlation {A B : ℝ → ℂ} (hA : Integrable A) (hB : Integrable B) :
    Integrable (fun κ => ∫ ρ, A ρ * B (ρ + κ)) ∧
    ∫ κ, ∫ ρ, A ρ * B (ρ + κ) = (∫ ρ, A ρ) * ∫ t, B t := by
  have hP := hA.mul_prod hB
  -- the shear (ρ, κ) ↦ (ρ, ρ + κ) preserves area
  have hS : Integrable (fun z : ℝ × ℝ => A z.1 * B (z.1 + z.2)) (volume.prod volume) :=
    ((measurePreserving_prod_add volume volume).integrable_comp hP.aestronglyMeasurable).2 hP
  refine ⟨hS.integral_prod_right, ?_⟩
  rw [← integral_integral_swap (f := fun ρ κ => A ρ * B (ρ + κ)) hS]
  simp only [integral_const_mul, integral_add_left_eq_self, integral_mul_const]

/-- For `0 < m < 1` and an integrable logarithmic profile, the scaled transform is integrable
in `κ`, and its Fourier integral at `ω` is that of the profile at `-ω` times that of the
kernel at `ω`. -/
theorem logFourier_radialTransform (f : ℝ → ℂ) {m : ℝ} (h0 : 0 < m) (h1 : m < 1)
    (hF : Integrable (logProfile f m)) (ω : ℝ) :
    Integrable (fun κ : ℝ => (Real.exp (m * κ) : ℂ) * radialTransform f (Real.exp κ)) ∧
    logFourier (fun κ => (Real.exp (m * κ) : ℂ) * radialTransform f (Real.exp κ)) ω =
      logFourier (logProfile f m) (-ω) * logFourier (fun t => (logKernel m t : ℂ)) ω := by
  have hk : Integrable fun t => (logKernel m t : ℂ) := (integrable_logKernel h0 h1).ofReal
  have hphase : ∀ (G : ℝ → ℂ) (w : ℝ), Integrable G → Integrable fun t : ℝ =>
      Complex.exp (-((w : ℂ) * (t : ℂ)) * Complex.I) * G t := fun G w hG =>
    hG.mono ((by fun_prop : Continuous fun t : ℝ =>
      Complex.exp (-((w : ℂ) * (t : ℂ)) * Complex.I)).aestronglyMeasurable.mul
      hG.aestronglyMeasurable) (ae_of_all _ fun t => by simp [Complex.norm_exp])
  simp only [(radialTransform_eq_correlation f m _).2]
  refine ⟨(integral_correlation hF hk).1, ?_⟩
  unfold logFourier
  rw [← (integral_correlation (hphase _ (-ω) hF) (hphase _ ω hk)).2]
  refine integral_congr_ae (ae_of_all _ fun κ => ?_)
  beta_reduce
  rw [← integral_const_mul]
  refine integral_congr_ae (ae_of_all _ fun ρ => ?_)
  beta_reduce
  -- the phase at κ splits into phases at ρ and at ρ + κ
  have hexp : Complex.exp (-((ω : ℂ) * (κ : ℂ)) * Complex.I) =
      Complex.exp (-(((-ω : ℝ) : ℂ) * (ρ : ℂ)) * Complex.I) *
      Complex.exp (-((ω : ℂ) * ((ρ + κ : ℝ) : ℂ)) * Complex.I) := by
    rw [← Complex.exp_add]
    congr 1
    push_cast
    ring
  rw [hexp]
  ring

end

end LogBesselTransform
```

```lean
#print axioms LogBesselTransform.radialTransform_eq_correlation
#print axioms LogBesselTransform.radial_integrable
#print axioms LogBesselTransform.logFourier_radialTransform
```

```
'LogBesselTransform.radialTransform_eq_correlation' depends on axioms: [propext, Classical.choice, Quot.sound]
'LogBesselTransform.radial_integrable' depends on axioms: [propext, Classical.choice, Quot.sound]
'LogBesselTransform.logFourier_radialTransform' depends on axioms: [propext, Classical.choice, Quot.sound]
```

## Scope of the theorems

`radialTransform`, `logProfile` and `logKernel` are $g$, $F$ and $k_m$. The function `f : ℝ → ℂ` is arbitrary, and only its values at positive radii enter. Radii and wave numbers are pure numbers, for instance the numerical values in bohr and inverse bohr. `logFourier` has no $2\pi$ prefactor.

`radialTransform_eq_correlation` holds for every `f` and every real `m`. Lean gives the value zero to any integral that does not converge absolutely, even if it converges conditionally, so the theorem also states that the radial integrand is absolutely integrable exactly when the correlation integrand is.

The hypothesis `Integrable (logProfile f m)` means, in terms of the radius, that $\int_0^\infty r^{2-m}|f(r)|\,dr$ is finite, with $f$ measurable on positive radii. Bounded orbitals with exponential tails satisfy it. A bare Coulomb tail $1/r$ does not for $0<m<1$, so a local potential with such a tail needs it removed before the Fourier theorem applies.

The theorems concern integrals over the whole line. They give no bound on errors from a finite mesh, truncation or the periodic wrap-around of a discrete transform. They give the Fourier transform of the scaled $g$, but not the inversion that recovers $g$ from it. Higher angular momenta, with $j_l$ in place of $j_0$, are not treated.
